# In a single determinant, electron numbers on disjoint sets of orthonormal orbitals have covariance −Σ|γ_mn|²

Two bonded atoms in a molecule share electrons. If the electron number on atom A is found to be above its mean, the number on atom B tends to be below its mean, because electrons in a bonding orbital belong to both. How strong is this anticorrelation in a Hartree–Fock wave function, and can it be read off the one-particle density matrix alone?

## The covariance identity

Let \(a_m\) annihilate an electron in the orthonormal local spin orbital \(m\). Write \(\langle X\rangle\) for the expectation value of \(X\) in a normalised Slater determinant \(\Phi\), and define

\[
N_A=\sum_{m\in A}a_m^\dagger a_m,\qquad
\gamma_{mn}=\langle a_m^\dagger a_n\rangle .
\]

For disjoint orbital sets \(A\) and \(B\),

\[
\langle N_AN_B\rangle-\langle N_A\rangle\langle N_B\rangle
=-\sum_{m\in A}\sum_{n\in B}|\gamma_{mn}|^2 .
\]

The right-hand side is never positive, and it needs only the block of \(\gamma\) that connects \(A\) with \(B\).

## Bond orders and pair densities in a program

In an orthonormal basis, the Wiberg bond order of a closed shell is a sum of squared density-matrix elements between two atoms. For a single determinant in an orthonormal basis, the identity gives this sum its meaning as a number correlation. With \(\gamma\) over spin orbitals, the usual bond order is \(2\sum|\gamma_{mn}|^2\), which is \(-2\) times the covariance. For a closed shell with the spin-summed matrix \(P\), it is \(\sum|P_{mn}|^2\) over spatial orbitals. Inserting \(P\) in place of \(\gamma\) in the identity would therefore double the covariance. These conversions are conventions added here, and the Lean theorems speak only of \(\gamma\).

A program that evaluates \(\langle N_AN_B\rangle\) from a two-particle density matrix can be run on a Hartree–Fock determinant. After \(\langle N_A\rangle\langle N_B\rangle\) is subtracted, the result should equal the right-hand side. For complex orbitals the summand is \(\gamma_{mn}\gamma_{nm}=|\gamma_{mn}|^2\), not \(\gamma_{mn}^2\).

## From anticommutators to the squared density matrix

Let \(b_k\) annihilate an electron in the molecular spin orbital \(k\), with

\[
b_kb_l+b_lb_k=0,\qquad b_kb_l^\dagger+b_l^\dagger b_k=\delta_{kl}.
\]

The determinant satisfies \(b_k\Phi=0\) for virtual \(k\) and \(b_k^\dagger\Phi=0\) for occupied \(k\). The local operators are \(a_m=\sum_kU_{mk}b_k\) with \(U\) unitary. Linearity and unitarity give

\[
b_k^\dagger a_p+a_pb_k^\dagger=U_{pk},\qquad
b_k^\dagger a_n^\dagger+a_n^\dagger b_k^\dagger=0,
\]
\[
a_ma_n^\dagger+a_n^\dagger a_m=\sum_kU_{mk}U_{nk}^*=\delta_{mn}.
\]

For any operator \(Y\) and virtual \(k\), \(\langle b_k^\dagger Y\rangle=\langle b_k\Phi,Y\Phi\rangle=0\). Hence

\[
\langle a_m^\dagger Y\rangle=\sum_{k\in\mathrm{occ}}U_{mk}^*\langle b_k^\dagger Y\rangle .
\]

For occupied \(k\), \(\langle Yb_k^\dagger\rangle=0\). Taking \(Y=a_n\) in the previous formula and moving \(b_k^\dagger\) to the right gives \(\langle b_k^\dagger a_n\rangle=U_{nk}-\langle a_nb_k^\dagger\rangle=U_{nk}\), so

\[
\gamma_{mn}=\sum_{k\in\mathrm{occ}}U_{mk}^*U_{nk},\qquad \gamma_{nm}=\gamma_{mn}^* .
\]

Now take \(m\ne n\) and an occupied \(k\). Moving \(b_k^\dagger\) through three operators yields

\[
b_k^\dagger a_ma_n^\dagger a_n
=U_{mk}a_n^\dagger a_n+U_{nk}a_ma_n^\dagger-a_ma_n^\dagger a_nb_k^\dagger .
\]

The last term has zero expectation value, and \(\langle a_ma_n^\dagger\rangle=-\gamma_{nm}\). Therefore

\[
\langle b_k^\dagger a_ma_n^\dagger a_n\rangle=U_{mk}\gamma_{nn}-U_{nk}\gamma_{nm}.
\]

Multiplying by \(U_{mk}^*\) and summing over occupied \(k\) gives

\[
\langle a_m^\dagger a_ma_n^\dagger a_n\rangle
=\gamma_{mm}\gamma_{nn}-\gamma_{mn}\gamma_{nm}.
\]

Subtracting \(\gamma_{mm}\gamma_{nn}\) leaves \(-|\gamma_{mn}|^2\). The covariance is linear in each argument, so summing over \(m\in A\) and \(n\in B\) gives the identity. Disjointness ensures \(m\ne n\) in every term.

## The identity and a two-orbital example in Lean

```lean
import Mathlib

open Matrix

namespace BondOrderCovariance

noncomputable section

variable {ι F : Type*} [Fintype ι] [DecidableEq ι] [Fintype F] [DecidableEq F]

/-- The canonical anticommutation relations for annihilation operators `b k`. -/
structure IsCAR (b : ι → Matrix F F ℂ) : Prop where
  anti : ∀ k l, b k * b l + b l * b k = 0
  mixed : ∀ k l, b k * (b l)ᴴ + (b l)ᴴ * b k = if k = l then 1 else 0

/-- A unit vector in which the modes in `occ` are filled and all others are empty. -/
structure IsDeterminant (b : ι → Matrix F F ℂ) (occ : Finset ι) (Φ : F → ℂ) : Prop where
  unit : star Φ ⬝ᵥ Φ = 1
  virt : ∀ k, k ∉ occ → b k *ᵥ Φ = 0
  filled : ∀ k, k ∈ occ → (b k)ᴴ *ᵥ Φ = 0

/-- The expectation value `⟨Φ, X Φ⟩`, linear in the operator `X`. -/
def expect (Φ : F → ℂ) : Matrix F F ℂ →ₗ[ℂ] ℂ where
  toFun X := star Φ ⬝ᵥ (X *ᵥ Φ)
  map_add' X Y := by rw [Matrix.add_mulVec, dotProduct_add]
  map_smul' c X := by rw [Matrix.smul_mulVec, dotProduct_smul]; rfl

/-- The covariance `⟨XY⟩ - ⟨X⟩⟨Y⟩` of two operators in the state `Φ`. -/
def cov (Φ : F → ℂ) (X Y : Matrix F F ℂ) : ℂ :=
  expect Φ (X * Y) - expect Φ X * expect Φ Y

/-- The annihilation operator `a_m = ∑ k, U m k b_k` of the local orbital `m`. -/
def orb (b : ι → Matrix F F ℂ) (U : Matrix ι ι ℂ) (m : ι) : Matrix F F ℂ := ∑ k, U m k • b k

/-- The operator counting the electrons in the orbitals of the set `A`. -/
def number (a : ι → Matrix F F ℂ) (A : Finset ι) : Matrix F F ℂ := ∑ m ∈ A, (a m)ᴴ * a m

/-- The one-particle density matrix `γ_mn = ⟨a_m† a_n⟩`. -/
def density (a : ι → Matrix F F ℂ) (Φ : F → ℂ) (m n : ι) : ℂ := expect Φ ((a m)ᴴ * a n)

variable {b : ι → Matrix F F ℂ} {occ : Finset ι} {Φ : F → ℂ} {U : Matrix ι ι ℂ}

/-- For canonical modes, `b_k†` and `a_p` have the anticommutator `U p k`. -/
theorem creation_orb (hb : IsCAR b) (k p : ι) :
    (b k)ᴴ * orb b U p + orb b U p * (b k)ᴴ = U p k • 1 := by
  have h : ∀ l, (b k)ᴴ * b l + b l * (b k)ᴴ = if l = k then 1 else 0 :=
    fun l => by rw [add_comm, hb.mixed]
  simp only [orb, Finset.mul_sum, Finset.sum_mul, mul_smul_comm, smul_mul_assoc,
    ← Finset.sum_add_distrib, ← smul_add, h, smul_ite, smul_zero, Finset.sum_ite_eq',
    Finset.mem_univ, if_true]

omit [DecidableEq ι] in
/-- In a determinant, only the filled modes of `a_m†` contribute to `⟨a_m† Y⟩`. -/
theorem expect_creation (hΦ : IsDeterminant b occ Φ) (m : ι) (Y : Matrix F F ℂ) :
    expect Φ ((orb b U m)ᴴ * Y) = ∑ k ∈ occ, star (U m k) * expect Φ ((b k)ᴴ * Y) := by
  simp only [orb, Matrix.conjTranspose_sum, Matrix.conjTranspose_smul, Finset.sum_mul,
    smul_mul_assoc, map_sum, map_smul, smul_eq_mul]
  symm
  refine Finset.sum_subset (Finset.subset_univ _) fun k _ hk => ?_
  have h : expect Φ ((b k)ᴴ * Y) = 0 := by
    change star Φ ⬝ᵥ (((b k)ᴴ * Y) *ᵥ Φ) = 0
    rw [← Matrix.mulVec_mulVec, Matrix.dotProduct_mulVec, ← Matrix.star_mulVec,
      hΦ.virt k hk, star_zero, zero_dotProduct]
  rw [h, mul_zero]

omit [Fintype ι] [DecidableEq ι] [DecidableEq F] in
/-- In a determinant, `⟨Y b_k†⟩` vanishes for every filled mode `k`. -/
theorem expect_filled (hΦ : IsDeterminant b occ Φ) {k : ι} (hk : k ∈ occ)
    (Y : Matrix F F ℂ) : expect Φ (Y * (b k)ᴴ) = 0 := by
  change star Φ ⬝ᵥ ((Y * (b k)ᴴ) *ᵥ Φ) = 0
  rw [← Matrix.mulVec_mulVec, hΦ.filled k hk, Matrix.mulVec_zero, dotProduct_zero]

/-- In a determinant of canonical modes, `γ_mn` is the sum of `conj (U m k) * U n k` over the
filled modes `k`. -/
theorem density_eq (hb : IsCAR b) (hΦ : IsDeterminant b occ Φ) (m n : ι) :
    density (orb b U) Φ m n = ∑ k ∈ occ, star (U m k) * U n k := by
  have h1 : expect Φ (1 : Matrix F F ℂ) = 1 := by
    change star Φ ⬝ᵥ ((1 : Matrix F F ℂ) *ᵥ Φ) = 1
    rw [Matrix.one_mulVec, hΦ.unit]
  rw [density, expect_creation hΦ]
  refine Finset.sum_congr rfl fun k hk => ?_
  rw [eq_sub_of_add_eq (creation_orb hb k n), map_sub, map_smul, expect_filled hΦ hk, h1,
    sub_zero, smul_eq_mul, mul_one]

/-- For a determinant of canonical modes and unitary `U`, the occupations of two different
local orbitals have covariance `-|γ_mn|²`. -/
theorem cov_occupation (hb : IsCAR b) (hΦ : IsDeterminant b occ Φ)
    (hU : U ∈ Matrix.unitaryGroup ι ℂ) {m n : ι} (hmn : m ≠ n) :
    cov Φ ((orb b U m)ᴴ * orb b U m) ((orb b U n)ᴴ * orb b U n)
      = -((‖density (orb b U) Φ m n‖ ^ 2 : ℝ) : ℂ) := by
  -- unitarity makes `a_m` anticommute with `a_n†` for `m ≠ n`
  have hs : ∑ k, U m k * star (U n k) = 0 := by
    have h := congrFun (congrFun (Matrix.mem_unitaryGroup_iff.mp hU) m) n
    rw [Matrix.one_apply_ne hmn] at h
    exact h
  have hac : orb b U m * (orb b U n)ᴴ = -((orb b U n)ᴴ * orb b U m) := by
    have hn : (orb b U n)ᴴ = ∑ k, star (U n k) • (b k)ᴴ := by
      simp only [orb, Matrix.conjTranspose_sum, Matrix.conjTranspose_smul]
    refine eq_neg_of_add_eq_zero_right ?_
    rw [hn, Finset.sum_mul, Finset.mul_sum, ← Finset.sum_add_distrib]
    trans ∑ k, (U m k * star (U n k)) • (1 : Matrix F F ℂ)
    · refine Finset.sum_congr rfl fun k _ => ?_
      rw [smul_mul_assoc, mul_smul_comm, ← smul_add, creation_orb hb, smul_smul, mul_comm]
    · rw [← Finset.sum_smul, hs, zero_smul]
  have key : ∀ x A C B : Matrix F F ℂ, x * (A * (C * B)) = (x * A + A * x) * (C * B)
      - A * (x * C + C * x) * B + A * C * (x * B + B * x) - A * C * B * x := by
    intros; noncomm_ring
  -- move each filled creation operator to the right until it meets the determinant
  have hk : ∀ k ∈ occ,
      star (U m k) * expect Φ ((b k)ᴴ * (orb b U m * ((orb b U n)ᴴ * orb b U n)))
      = star (U m k) * U m k * density (orb b U) Φ n n
        - star (U m k) * U n k * density (orb b U) Φ n m := by
    intro k hk
    have h : orb b U n * b k + b k * orb b U n = 0 := by
      simp only [orb, Finset.mul_sum, Finset.sum_mul, mul_smul_comm, smul_mul_assoc,
        ← Finset.sum_add_distrib, ← smul_add, hb.anti, smul_zero, Finset.sum_const_zero]
    have hc := congrArg Matrix.conjTranspose h
    rw [Matrix.conjTranspose_add, Matrix.conjTranspose_mul, Matrix.conjTranspose_mul,
      Matrix.conjTranspose_zero] at hc
    rw [key, creation_orb hb, creation_orb hb, hc, map_sub, expect_filled hΦ hk, hac]
    simp only [smul_mul_assoc, one_mul, mul_smul_comm, mul_one, mul_zero, zero_mul,
      sub_zero, map_add, map_smul, map_neg, smul_eq_mul, density]
    ring
  have hh : density (orb b U) Φ n m = star (density (orb b U) Φ m n) := by
    rw [density_eq hb hΦ, density_eq hb hΦ, star_sum]
    exact Finset.sum_congr rfl fun k _ => by simp [mul_comm]
  have hn : density (orb b U) Φ m n * star (density (orb b U) Φ m n)
      = ((‖density (orb b U) Φ m n‖ ^ 2 : ℝ) : ℂ) := by
    rw [← Complex.normSq_eq_norm_sq]
    exact Complex.mul_conj _
  change expect Φ _ - density (orb b U) Φ m m * density (orb b U) Φ n n = _
  rw [mul_assoc, expect_creation hΦ, Finset.sum_congr rfl hk, Finset.sum_sub_distrib,
    ← Finset.sum_mul, ← Finset.sum_mul, ← density_eq (U := U) hb hΦ m m,
    ← density_eq (U := U) hb hΦ m n, hh]
  linear_combination -hn

/-- For a determinant of canonical modes and unitary `U`, the electron numbers on disjoint
orbital sets `A` and `B` have covariance minus the sum of `|γ_mn|²` over `m ∈ A`, `n ∈ B`. -/
theorem cov_number (hb : IsCAR b) (hΦ : IsDeterminant b occ Φ)
    (hU : U ∈ Matrix.unitaryGroup ι ℂ) {A B : Finset ι} (hAB : Disjoint A B) :
    cov Φ (number (orb b U) A) (number (orb b U) B)
      = -((∑ m ∈ A, ∑ n ∈ B, ‖density (orb b U) Φ m n‖ ^ 2 : ℝ) : ℂ) := by
  have hsum : cov Φ (number (orb b U) A) (number (orb b U) B) = ∑ m ∈ A, ∑ n ∈ B,
      cov Φ ((orb b U m)ᴴ * orb b U m) ((orb b U n)ᴴ * orb b U n) := by
    simp only [cov, number, Finset.sum_mul_sum, map_sum, Finset.sum_sub_distrib]
  rw [hsum]
  simp only [Complex.ofReal_sum, ← Finset.sum_neg_distrib]
  exact Finset.sum_congr rfl fun m hm => Finset.sum_congr rfl fun n hn =>
    cov_occupation hb hΦ hU fun h => Finset.disjoint_left.mp hAB hm (h ▸ hn)

/-- Two fermionic modes in the Jordan–Wigner form, on the basis `|00⟩, |01⟩, |10⟩, |11⟩`. -/
def jw : Fin 2 → Matrix (Fin 4) (Fin 4) ℂ :=
  ![!![0, 0, 1, 0; 0, 0, 0, 1; 0, 0, 0, 0; 0, 0, 0, 0],
    !![0, 1, 0, 0; 0, 0, 0, 0; 0, 0, 0, -1; 0, 0, 0, 0]]

/-- The real two-orbital mixing matrix with rows `(x, y)` and `(-y, x)`. -/
def mix (x y : ℝ) : Matrix (Fin 2) (Fin 2) ℂ := !![(x : ℂ), (y : ℂ); -(y : ℂ), (x : ℂ)]

/-- The Jordan–Wigner modes, the state `|10⟩` and the matrix `mix x y` with `x² + y² = 1`
satisfy the anticommutation relations, the determinant conditions and unitarity. -/
theorem jw_witness {x y : ℝ} (h : x ^ 2 + y ^ 2 = 1) : IsCAR jw ∧
    IsDeterminant jw {0} ![0, 0, 1, 0] ∧ mix x y ∈ Matrix.unitaryGroup (Fin 2) ℂ := by
  refine ⟨⟨fun k l => ?_, fun k l => ?_⟩, ⟨?_, fun k hk => ?_, fun k hk => ?_⟩, ?_⟩
  · ext i j
    simp only [Matrix.add_apply, Matrix.mul_apply, Fin.sum_univ_four]
    fin_cases k <;> fin_cases l <;> fin_cases i <;> fin_cases j <;> simp [jw]
  · ext i j
    simp only [Matrix.add_apply, Matrix.mul_apply, Matrix.conjTranspose_apply,
      Fin.sum_univ_four]
    fin_cases k <;> fin_cases l <;> fin_cases i <;> fin_cases j <;> simp [jw]
  · simp [dotProduct, Fin.sum_univ_four]
  · fin_cases k
    · simp at hk
    · ext i
      fin_cases i <;> simp [jw, Matrix.mulVec, dotProduct, Fin.sum_univ_four]
  · rw [Finset.mem_singleton] at hk
    subst hk
    ext i
    fin_cases i <;> simp [jw, Matrix.mulVec, dotProduct, Fin.sum_univ_four]
  · have hc : (x : ℂ) ^ 2 + (y : ℂ) ^ 2 = 1 := by exact_mod_cast h
    rw [Matrix.mem_unitaryGroup_iff]
    ext i j
    simp only [Matrix.mul_apply, Matrix.star_apply, Fin.sum_univ_two]
    fin_cases i <;> fin_cases j <;> simp [mix] <;> grind

/-- With one electron in the first Jordan–Wigner mode and `x² + y² = 1`, the occupations of
the two orbitals defined by `mix x y` have covariance `-(x y)²`. -/
theorem two_orbital_cov {x y : ℝ} (h : x ^ 2 + y ^ 2 = 1) :
    cov ![0, 0, 1, 0] (number (orb jw (mix x y)) {0}) (number (orb jw (mix x y)) {1})
      = -(((x * y) ^ 2 : ℝ) : ℂ) := by
  obtain ⟨hb, hΦ, hU⟩ := jw_witness h
  have hg : density (orb jw (mix x y)) ![0, 0, 1, 0] 0 1 = ((-(x * y) : ℝ) : ℂ) := by
    rw [density_eq hb hΦ]
    simp [mix]
  rw [cov_number hb hΦ hU (by simp), Finset.sum_singleton, Finset.sum_singleton, hg,
    Complex.norm_real, Real.norm_eq_abs, sq_abs, neg_sq]

end

end BondOrderCovariance
```

```lean
#print axioms BondOrderCovariance.cov_number
#print axioms BondOrderCovariance.two_orbital_cov
```

```
'BondOrderCovariance.cov_number' depends on axioms: [propext, Classical.choice, Quot.sound]
'BondOrderCovariance.two_orbital_cov' depends on axioms: [propext, Classical.choice, Quot.sound]
```

## Operators, states and orbitals in the theorem

The main theorem is `cov_number`. In words: given modes with the canonical anticommutation relations, a determinant of those modes and a unitary `U`, the covariance of the electron numbers on disjoint `A` and `B` is minus the double sum of \(|\gamma_{mn}|^2\).

The type `ι` labels spin orbitals, and `F` labels basis states of the many-electron space; `F` is not the Fock matrix. Operators are complex square matrices on that space, and `ᴴ` is the dagger. `IsCAR` encodes fermionic statistics. `IsDeterminant` refers to a Slater determinant: a unit vector with the modes in `occ` filled and all others empty. The modes need not diagonalise a Fock operator.

`orb b U m` is \(a_m\). In an orthonormal basis, `U` is the usual coefficient matrix, with basis functions as rows and molecular orbitals as columns. `density` is \(\gamma_{mn}=\langle a_m^\dagger a_n\rangle\), the transpose of the common code convention \(CC^\dagger\) over occupied columns of the coefficient matrix \(C\); the squared moduli are the same. `cov` is defined as \(\langle XY\rangle-\langle X\rangle\langle Y\rangle\), so no Wick factorisation is assumed.

## The anticommutator steps in Lean

`creation_orb` proves the anticommutator of \(b_k^\dagger\) with \(a_p\): `simp only` distributes the products over the sum and keeps the single term selected by the Kronecker delta. `expect_creation` restricts \(a_m^\dagger\) to its occupied part, using `Finset.sum_subset` to discard the virtual terms. `expect_filled` says that an occupied \(b_k^\dagger\) on the far right gives zero. `density_eq` combines the three into the formula for \(\gamma_{mn}\).

`cov_occupation` treats two different orbitals. Its step `hs` extracts the orthogonality of two rows of `U`, and `hac` turns it into the anticommutation of \(a_m\) with \(a_n^\dagger\). The identity `key`, proved by `noncomm_ring`, moves one operator past three others. The step `hk` applies it to \(b_k^\dagger\) and takes expectation values. Hermiticity of \(\gamma\) is `hh`, and `linear_combination` finishes the algebra. `cov_number` then expands both number operators and applies the pair result to each term.

The remaining declarations supply a concrete case. `jw_witness` shows that two Jordan–Wigner modes, the state \(|10\rangle\) and a real rotation satisfy all the hypotheses. `two_orbital_cov` then gives the covariance \(-(xy)^2\) when \(x^2+y^2=1\). This describes one electron in a combination of two local orbitals, with populations \(x^2\) and \(y^2\). The product of the two occupations has zero expectation value, so the covariance is minus the product of the populations. For \(x=3/5\) and \(y=4/5\) it is \(-144/625\).

## One determinant, orthonormal orbitals, finite basis

The theorem holds for every finite number of spin orbitals, any filling and complex coefficients. If `A` or `B` is empty, both sides are zero. No Hamiltonian appears, so the determinant need not be a converged Hartree–Fock solution.

The determinant condition excludes general correlated wave functions, whose two-particle density matrix contains a further contribution that \(\gamma\) does not determine. For them, a bond order computed from \(\gamma\) should not be reported as a number covariance on the strength of this result.

The step left to the user is the passage from real atomic basis functions, which overlap, to orthonormal orbitals assigned to atoms. Unitarity of `U` presupposes that this has been done, for example by symmetric orthogonalisation, and the value for a given pair of atoms depends on the choice. Mayer's formula with an explicit overlap matrix is a different expression, to which the theorem does not apply directly.

The result concerns the mathematical identity. Rounding, integral thresholds and the correctness of a particular implementation have to be examined separately.
